# A model integral for coupled wire plasmons decays as $1/\bigl(4D^2(\ln D)^{3/2}\bigr)$

A code that extrapolates the attraction between two parallel metallic wires with a fitted inverse power goes wrong at separations far beyond the fitted range if the attraction follows the plasmon model below. Any fitted power, whatever its exponent and nonzero prefactor, is eventually wrong by an arbitrarily large factor. A pairwise $-C_6/R^6$ correction fails in the same way: summed over two parallel lines it gives $D^{-5}$ per unit length, which falls off far too fast.

## The limit and the model behind it

Let $D$ be the separation of the wires and $q$ the wavenumber along them, both made dimensionless with a length of the order of the wire thickness. For a logarithmic exponent $s\ge 0$ and a cutoff $0<a<1$, define

$$W(D)=\int_0^a \frac{q\,e^{-2qD}}{(\ln(1/q))^s}\,dq .$$

Then

$$D^2(\ln D)^s\,W(D)\to\tfrac14\qquad (D\to\infty).$$

The wire case is $s=3/2$, $a=1/2$. $W$ stands for the magnitude of the attractive energy per unit length, with physical prefactors removed.

The exponent $3/2$ comes from one-dimensional screening. The Coulomb interaction within a wire grows as $\ln(1/q)$ at small $q$, so the plasmon frequency behaves as $q\sqrt{\ln(1/q)}$. The second-order shift of the zero-point energy multiplies this by the squared ratio of inter-wire to intra-wire interaction, which contributes $(\ln(1/q))^{-2}$. The factor $e^{-2qD}$ is a simple stand-in for the squared inter-wire coupling, and the cutoff restricts the model to long wavelengths.

## Quadrature and tail corrections at large separation

The integrand is concentrated near $q\sim 1/D$. A fixed grid in $q$ therefore stops resolving it once $D$ times the grid spacing is no longer small. With $x=qD$ the relevant region stays near $x\sim1$, and the part beyond $x=20$ carries a factor of at most $e^{-40}$.

The limit then serves as a check: the computed $D^2(\ln D)^{3/2}W(D)$ should drift towards $0.25$. The tolerance has to be loose, because expanding the logarithm suggests a relative correction of order $1/\ln D$. A log-log fit misleads too, because the logarithmic factor itself changes the slope: the leading form has local exponent $2+s/\ln D$, which for $s=3/2$ is about $2.22$ at $D=10^3$ and still $2.11$ at $D=10^6$.

## From the substitution to the factor one quarter

Write $c=\ln(1/a)>0$. For $0<q<a$ we have $\ln(1/q)\ge c$, $q\le1$ and, for $D\ge0$, $e^{-2qD}\le1$. The integrand lies between $0$ and $c^{-s}$, so the integral converges.

For $D>0$, put $q=x/D$. Then $q\,dq=x\,dx/D^2$, and

$$D^2W(D)=\int_0^{aD}\frac{x\,e^{-2x}}{(\ln(D/x))^s}\,dx .$$

For $D>1$, multiplying by $(\ln D)^s$ gives the integrand $x\,e^{-2x}\,r^s$, where

$$r=\frac{\ln D}{\ln(D/x)} .$$

**A bound independent of $D$.** On $0<x<aD$ we have $\ln(D/x)\ge c$. Since $\ln x\le x-1<x$ and $x\le (x/c)\ln(D/x)$,

$$\ln D=\ln(D/x)+\ln x\le\left(1+\frac xc\right)\ln(D/x),$$

so $0\le r\le 1+x/c$. Now set $y=x/(s+1)$ and $K=1+(s+1)/c$. Because $1\le e^y$ and $y\le e^y$,

$$1+\frac xc=1+\frac{s+1}{c}\,y\le K e^y .$$

Hence $r^s\le K^s e^{sx/(s+1)}\le K^s e^x$, and the integrand is at most $K^s x e^{-x}$, which is integrable on $(0,\infty)$. For $x\ge aD$ the integrand is set to zero and the bound still holds.

**The pointwise limit.** Fix $x>0$. Once $D>x/a$, the point lies below the cutoff, and

$$r=1+\frac{\ln x}{\ln D-\ln x}\to1 .$$

Dominated convergence allows the limit to be taken inside the integral:

$$D^2(\ln D)^sW(D)\to\int_0^\infty x\,e^{-2x}\,dx=\frac{\Gamma(2)}{2^2}=\frac14 .$$

**Comparison with powers.** Let $s>0$. Dividing the limit by $(\ln D)^s\to\infty$ gives $D^2W(D)\to0$. For $p>2$,

$$D^pW(D)=\bigl[D^2(\ln D)^sW(D)\bigr]\frac{D^{p-2}}{(\ln D)^s}\to\infty,$$

because any positive power of $D$ outgrows any power of $\ln D$.

## The Lean file

```lean
import Mathlib

open MeasureTheory Filter Set Topology

namespace MetallicWireAttraction

noncomputable section

/-- Contribution of wavenumber `q` to the model attraction of two wires at separation `D`, with
logarithmic exponent `s`. -/
def wireIntegrand (s D q : ℝ) : ℝ :=
  q * Real.exp (-2 * q * D) / (Real.log (1 / q)) ^ s

/-- Model attraction of two parallel wires at separation `D`: the sum over all wavenumbers
between zero and the cutoff `a`. -/
def wireAttraction (s a D : ℝ) : ℝ :=
  ∫ q in Ioo 0 a, wireIntegrand s D q

/-- The wavenumber integral converges for `s ≥ 0`, `D ≥ 0` and any cutoff `0 < a < 1`. -/
theorem wireIntegrand_integrableOn {s a D : ℝ} (hs : 0 ≤ s) (ha : 0 < a) (ha1 : a < 1)
    (hD : 0 ≤ D) : IntegrableOn (wireIntegrand s D) (Ioo 0 a) := by
  have hc : 0 < Real.log (1 / a) := Real.log_pos (by rw [lt_div_iff₀ ha]; linarith)
  have hm : Measurable (wireIntegrand s D) := by
    show Measurable fun q : ℝ => q * Real.exp (-2 * q * D) / (Real.log (1 / q)) ^ s
    fun_prop
  refine Integrable.mono' (integrable_const (1 / (Real.log (1 / a)) ^ s))
    hm.aestronglyMeasurable ?_
  filter_upwards [ae_restrict_mem measurableSet_Ioo] with q hq
  have hl : Real.log (1 / a) ≤ Real.log (1 / q) :=
    Real.log_le_log (by positivity) (one_div_le_one_div_of_le hq.1 hq.2.le)
  have he : Real.exp (-2 * q * D) ≤ 1 :=
    Real.exp_le_one_iff.2 (by nlinarith [mul_nonneg hq.1.le hD])
  have h0 : 0 ≤ wireIntegrand s D q :=
    div_nonneg (mul_nonneg hq.1.le (Real.exp_pos _).le)
      (Real.rpow_nonneg (hc.le.trans hl) _)
  rw [Real.norm_of_nonneg h0]
  have hn : q * Real.exp (-2 * q * D) ≤ 1 := by
    nlinarith [hq.1, hq.2, Real.exp_pos (-2 * q * D)]
  exact div_le_div₀ zero_le_one hn (Real.rpow_pos_of_pos hc s)
    (Real.rpow_le_rpow hc.le hl hs)

/-- Measuring wavenumbers in units of the inverse separation, `q = x / D`, takes a factor
`1 / D ^ 2` out of the attraction. -/
theorem wireAttraction_rescaled (s a : ℝ) {D : ℝ} (hD : 0 < D) :
    D ^ 2 * wireAttraction s a D =
      ∫ x in Ioo 0 (a * D), x * Real.exp (-2 * x) / (Real.log (D / x)) ^ s := by
  have hI : ∫ q in Ioi (0 : ℝ), (Iio a).indicator (wireIntegrand s D) q
      = wireAttraction s a D := by
    rw [setIntegral_indicator measurableSet_Iio, Ioi_inter_Iio]
    rfl
  have h := integral_comp_mul_left_Ioi ((Iio a).indicator (wireIntegrand s D)) 0
    (inv_pos.mpr hD)
  rw [mul_zero, inv_inv, smul_eq_mul, hI] at h
  calc D ^ 2 * wireAttraction s a D = D * (D * wireAttraction s a D) := by ring
    _ = ∫ x in Ioi (0 : ℝ), D * (Iio a).indicator (wireIntegrand s D) (D⁻¹ * x) := by
        rw [← h, integral_const_mul]
    _ = ∫ x in Ioi (0 : ℝ), (Iio (a * D)).indicator
          (fun x => x * Real.exp (-2 * x) / (Real.log (D / x)) ^ s) x := by
        refine setIntegral_congr_fun measurableSet_Ioi (fun x hx => ?_)
        have hx0 : 0 < x := hx
        have hiff : D⁻¹ * x < a ↔ x < a * D := by
          rw [inv_mul_lt_iff₀ hD, mul_comm D a]
        simp only [Set.indicator_apply, Set.mem_Iio, hiff]
        split_ifs with hlt
        · have e1 : 1 / (D⁻¹ * x) = D / x := by field_simp
          have e2 : -2 * (D⁻¹ * x) * D = -2 * x := by field_simp
          have e3 : D * D⁻¹ = 1 := mul_inv_cancel₀ hD.ne'
          unfold wireIntegrand
          rw [e1, e2, ← mul_div_assoc, ← mul_assoc, ← mul_assoc, e3, one_mul]
        · exact mul_zero D
    _ = _ := by rw [setIntegral_indicator measurableSet_Iio, Ioi_inter_Iio]

/-- Below the cutoff `ln (D / x)` is positive, and the ratio of `ln D` to it is at most `1 + x / ln
(1 / a)`, a bound that does not depend on `D`. -/
theorem log_ratio_le {a D x : ℝ} (ha : 0 < a) (ha1 : a < 1) (hD : 0 < D) (hx : 0 < x)
    (hxa : x < a * D) : 0 < Real.log (D / x) ∧
      Real.log D / Real.log (D / x) ≤ 1 + x / Real.log (1 / a) := by
  have hc : 0 < Real.log (1 / a) := Real.log_pos (by rw [lt_div_iff₀ ha]; linarith)
  have hl : Real.log (1 / a) ≤ Real.log (D / x) :=
    Real.log_le_log (by positivity) (by rw [div_le_div_iff₀ ha hx]; linarith)
  have hM := hc.trans_le hl
  refine ⟨hM, ?_⟩
  rw [div_le_iff₀ hM]
  have h1 : x ≤ x / Real.log (1 / a) * Real.log (D / x) := by
    calc x = x / Real.log (1 / a) * Real.log (1 / a) := (div_mul_cancel₀ x hc.ne').symm
      _ ≤ _ := mul_le_mul_of_nonneg_left hl (by positivity)
  have h2 := Real.log_le_sub_one_of_pos hx
  have h3 := Real.log_div hD.ne' hx.ne'
  rw [add_mul, one_mul]
  linarith

/-- The integral of `x exp (-2 x)` over all `x > 0` equals `1 / 4`. -/
theorem integral_mul_exp : ∫ x in Ioi (0 : ℝ), x * Real.exp (-2 * x) = 1 / 4 := by
  have h := Real.integral_rpow_mul_exp_neg_mul_Ioi (a := 2) (r := 2) two_pos two_pos
  have e : (2 : ℝ) - 1 = 1 := by norm_num
  simp only [e, Real.rpow_one] at h
  simp only [neg_mul]
  rw [h, Real.Gamma_two, Real.rpow_two]
  norm_num

/-- Asymptotic law of the model: for any logarithmic exponent `s ≥ 0` and any cutoff
`0 < a < 1`, the attraction times `D ^ 2 (ln D) ^ s` tends to `1 / 4`. -/
theorem wireAttraction_asymptotic {s a : ℝ} (hs : 0 ≤ s) (ha : 0 < a) (ha1 : a < 1) :
    Tendsto (fun D => D ^ 2 * (Real.log D) ^ s * wireAttraction s a D) atTop
      (𝓝 (1 / 4)) := by
  have hc : 0 < Real.log (1 / a) := Real.log_pos (by rw [lt_div_iff₀ ha]; linarith)
  let G : ℝ → ℝ → ℝ := fun D x => (Real.log D) ^ s * (Iio (a * D)).indicator
    (fun x => x * Real.exp (-2 * x) / (Real.log (D / x)) ^ s) x
  -- below the cutoff, the two logarithms combine into a ratio
  have hG : ∀ D x : ℝ, 1 < D → 0 < x → x < a * D →
      G D x = x * Real.exp (-2 * x) * (Real.log D / Real.log (D / x)) ^ s := by
    intro D x hD hx hlt
    have hM := (log_ratio_le ha ha1 (by linarith) hx hlt).1
    simp only [G, Set.indicator_apply, Set.mem_Iio, if_pos hlt]
    rw [Real.div_rpow (Real.log_pos hD).le hM.le]
    ring
  set K : ℝ := 1 + (s + 1) / Real.log (1 / a) with hK
  have hK0 : 0 < K := by positivity
  have key : Tendsto (fun D => ∫ x in Ioi (0 : ℝ), G D x) atTop
      (𝓝 (∫ x in Ioi (0 : ℝ), x * Real.exp (-2 * x))) := by
    refine tendsto_integral_filter_of_dominated_convergence
      (fun x => K ^ s * (Real.exp (-x) * x ^ ((2 : ℝ) - 1))) ?_ ?_
      ((Real.GammaIntegral_convergent two_pos).const_mul _) ?_
    · refine Eventually.of_forall fun D => ?_
      have hm : Measurable
          (fun x : ℝ => x * Real.exp (-2 * x) / (Real.log (D / x)) ^ s) := by fun_prop
      exact ((hm.indicator measurableSet_Iio).const_mul _).aestronglyMeasurable
    · -- uniform domination by a multiple of x exp(-x)
      filter_upwards [eventually_gt_atTop 1] with D hD
      filter_upwards [ae_restrict_mem measurableSet_Ioi] with x hx
      have hx0 : 0 < x := hx
      have e1 : x ^ ((2 : ℝ) - 1) = x := by
        rw [show (2 : ℝ) - 1 = 1 by norm_num, Real.rpow_one]
      rw [e1]
      by_cases hlt : x < a * D
      · obtain ⟨hM, hr⟩ := log_ratio_le ha ha1 (by linarith) hx0 hlt
        have hr0 : 0 ≤ Real.log D / Real.log (D / x) := div_nonneg (Real.log_pos hD).le hM.le
        rw [hG D x hD hx0 hlt, Real.norm_of_nonneg (by positivity)]
        have hy0 : 0 ≤ x / (s + 1) := by positivity
        have hy : x / (s + 1) * (s + 1) = x := div_mul_cancel₀ x (by positivity)
        have hE := Real.add_one_le_exp (x / (s + 1))
        have h1 : 1 + x / Real.log (1 / a) ≤ K * Real.exp (x / (s + 1)) := by
          have h2 : x / Real.log (1 / a)
              = (s + 1) / Real.log (1 / a) * (x / (s + 1)) := by
            rw [div_mul_eq_mul_div, mul_comm (s + 1), hy]
          have h3 : (s + 1) / Real.log (1 / a) * (x / (s + 1))
              ≤ (s + 1) / Real.log (1 / a) * Real.exp (x / (s + 1)) :=
            mul_le_mul_of_nonneg_left (by linarith) (by positivity)
          rw [h2, hK, add_mul, one_mul]
          linarith
        have h4 : (Real.log D / Real.log (D / x)) ^ s ≤ K ^ s * Real.exp x := by
          refine (Real.rpow_le_rpow hr0 (hr.trans h1) hs).trans ?_
          rw [Real.mul_rpow hK0.le (Real.exp_pos _).le, ← Real.exp_mul]
          exact mul_le_mul_of_nonneg_left (Real.exp_le_exp.2 (by linarith)) (by positivity)
        calc _ ≤ x * Real.exp (-2 * x) * (K ^ s * Real.exp x) :=
              mul_le_mul_of_nonneg_left h4 (by positivity)
          _ = K ^ s * (Real.exp (-2 * x) * Real.exp x * x) := by ring
          _ = _ := by rw [← Real.exp_add, show -2 * x + x = -x by ring]
      · have h0 : G D x = 0 := by
          simp only [G, Set.indicator_apply, Set.mem_Iio, if_neg hlt, mul_zero]
        rw [h0, norm_zero]
        positivity
    · -- at fixed x the ratio of logarithms tends to one
      filter_upwards [ae_restrict_mem measurableSet_Ioi] with x hx
      have hx0 : 0 < x := hx
      have t1 : Tendsto (fun D => Real.log D + -Real.log x) atTop atTop :=
        tendsto_atTop_add_const_right _ _ Real.tendsto_log_atTop
      have t2 := (t1.const_div_atTop (Real.log x)).const_add 1
      rw [add_zero] at t2
      have t3 := (t2.rpow_const (p := s) (Or.inl one_ne_zero)).const_mul
        (x * Real.exp (-2 * x))
      rw [Real.one_rpow, mul_one] at t3
      refine t3.congr' ?_
      filter_upwards [eventually_gt_atTop 1, eventually_gt_atTop (x / a)] with D hD hDx
      have hlt : x < a * D := by
        rw [div_lt_iff₀ ha] at hDx
        linarith
      have hM := (log_ratio_le ha ha1 (by linarith) hx0 hlt).1
      have e := Real.log_div (show D ≠ 0 by linarith) hx0.ne'
      have e' : Real.log D + -Real.log x = Real.log (D / x) := by rw [e]; ring
      have e2 : 1 + Real.log x / Real.log (D / x) = Real.log D / Real.log (D / x) := by
        rw [eq_div_iff hM.ne', add_mul, div_mul_cancel₀ _ hM.ne']
        linarith
      rw [hG D x hD hx0 hlt, e', e2]
  rw [integral_mul_exp] at key
  refine key.congr' ?_
  filter_upwards [eventually_gt_atTop 0] with D hD
  simp only [G]
  rw [integral_const_mul, setIntegral_indicator measurableSet_Iio, Ioi_inter_Iio,
    ← wireAttraction_rescaled s a hD]
  ring

/-- Model of parallel metallic wires: with logarithmic exponent `3 / 2` and cutoff `1 / 2`, the
attraction times `D ^ 2 (ln D) ^ (3 / 2)` tends to `1 / 4`. -/
theorem metallic_wire_law :
    Tendsto (fun D : ℝ => D ^ 2 * (Real.log D) ^ (3 / 2 : ℝ) *
      ∫ q in Ioo (0 : ℝ) (1 / 2),
        q * Real.exp (-2 * q * D) / (Real.log (1 / q)) ^ (3 / 2 : ℝ)) atTop (𝓝 (1 / 4)) :=
  wireAttraction_asymptotic (by norm_num) (by norm_num) (by norm_num)

/-- For `s > 0` and a cutoff `0 < a < 1`, the model attraction decays faster than `D ^ (-2)`, but
more slowly than `D ^ (-p)` for every `p > 2`. -/
theorem wireAttraction_between_powers {s a : ℝ} (hs : 0 < s) (ha : 0 < a) (ha1 : a < 1) :
    Tendsto (fun D => D ^ 2 * wireAttraction s a D) atTop (𝓝 0) ∧
      ∀ p : ℝ, 2 < p → Tendsto (fun D => D ^ p * wireAttraction s a D) atTop atTop := by
  have h := wireAttraction_asymptotic hs.le ha ha1
  constructor
  · have hL : Tendsto (fun D => (Real.log D) ^ s) atTop atTop :=
      (tendsto_rpow_atTop hs).comp Real.tendsto_log_atTop
    refine (h.div_atTop hL).congr' ?_
    filter_upwards [eventually_gt_atTop 1] with D hD
    have hl : (Real.log D) ^ s ≠ 0 := (Real.rpow_pos_of_pos (Real.log_pos hD) s).ne'
    field_simp
  · intro p hp
    -- any positive power of D outgrows the logarithm
    have h0 := (isLittleO_log_rpow_rpow_atTop s (sub_pos.2 hp)).tendsto_div_nhds_zero
    have h1 : Tendsto (fun D => (Real.log D) ^ s / D ^ (p - 2)) atTop (𝓝[>] 0) := by
      refine tendsto_nhdsWithin_iff.2 ⟨h0, ?_⟩
      filter_upwards [eventually_gt_atTop 1] with D hD
      exact div_pos (Real.rpow_pos_of_pos (Real.log_pos hD) s)
        (Real.rpow_pos_of_pos (by linarith) _)
    have h2 := h.pos_mul_atTop (by norm_num) (tendsto_inv_nhdsGT_zero.comp h1)
    refine h2.congr' ?_
    filter_upwards [eventually_gt_atTop 1] with D hD
    have hD0 : 0 < D := by linarith
    have hl : (Real.log D) ^ s ≠ 0 := (Real.rpow_pos_of_pos (Real.log_pos hD) s).ne'
    have e : D ^ p = D ^ 2 * D ^ (p - 2) := by
      rw [← Real.rpow_two, ← Real.rpow_add hD0]
      congr 1
      ring
    simp only [Function.comp_apply]
    rw [e, inv_div]
    field_simp

end

end MetallicWireAttraction
```

```lean
#print axioms MetallicWireAttraction.wireIntegrand_integrableOn
#print axioms MetallicWireAttraction.metallic_wire_law
#print axioms MetallicWireAttraction.wireAttraction_between_powers
```

```
'MetallicWireAttraction.wireIntegrand_integrableOn' depends on axioms: [propext, Classical.choice, Quot.sound]
'MetallicWireAttraction.metallic_wire_law' depends on axioms: [propext, Classical.choice, Quot.sound]
'MetallicWireAttraction.wireAttraction_between_powers' depends on axioms: [propext, Classical.choice, Quot.sound]
```

## How the Lean statements map to the wires

`wireIntegrand s D q` is the contribution of one wavenumber, and `wireAttraction s a D` is its integral over `Ioo 0 a`, the open interval from $0$ to $a$. All quantities are real numbers without units. `Tendsto … atTop (𝓝 (1 / 4))` says that the expression approaches $1/4$ as $D$ grows without bound.

`wireAttraction_asymptotic` states the limit for every $s\ge0$ and $0<a<1$. `metallic_wire_law` is the wire case with the integral written out in full. `wireAttraction_between_powers` contains both comparisons with pure powers and requires $s>0$: at $s=0$ the logarithm is absent and $D^2W(D)$ tends to $1/4$, not to $0$.

## How the proof follows the derivation

`wireIntegrand_integrableOn` proves convergence through the constant bound $c^{-s}$. `wireAttraction_rescaled` performs the substitution. It first extends the integrand by zero to the half-line with `indicator`, where the change-of-variables lemma it uses is stated, and returns to the interval $(0,aD)$ at the end. `log_ratio_le` supplies both $\ln(D/x)>0$ and the bound $r\le1+x/c$, and `integral_mul_exp` obtains $1/4$ from the Gamma function.

In the main theorem, `G D x` is the rescaled integrand including $(\ln D)^s$, extended by zero beyond the cutoff so that the domain of integration does not depend on $D$, and `hG` rewrites it in terms of $r$ below the cutoff. The call to `tendsto_integral_filter_of_dominated_convergence` leaves measurability, the bound by $K^s x e^{-x}$ and the pointwise limit to be shown. Inside the bound, `h1` is the step $1+x/c\le Ke^y$ and `h4` is the resulting bound $r^s\le K^s e^x$. The final `congr'` step returns from the half-line integral to `wireAttraction`.

## Cutoff, convergence rate and physical scope

The condition $a<1$ keeps the integral away from the zero of $\ln(1/q)$ at $q=1$. Take $a=1$ and $s=3/2$: near $q=1$ the integrand behaves as $e^{-2D}(1-q)^{-3/2}$, so the integral diverges for every $D$. Lean assigns the value $0$ to the integral of a non-integrable function, and the limit would then be $0$ instead of $1/4$.

The theorems give the limit but no error estimate at finite $D$; the correction and local exponents quoted for numerical use come from ordinary asymptotic reasoning. The plasmon dispersion and the exponential coupling enter as the definition of the integrand and are not derived from the electronic structure of a wire. The number $1/4$ belongs to that exponential, and a different coupling function would in general change it. For electronic structure, the result shows how one-dimensional metallic screening can produce a dispersion tail that no pure power describes, within a long-wavelength model of two infinite, parallel wires at zero temperature with an instantaneous Coulomb interaction. Thermal excitation of the plasmons and retardation are left out.
